# Exponential decay of the sign matrix and positive-energy projector of a tridiagonal Hamiltonian with a gap around zero energy

## Functions of H, distance and rate

Let \(H\) be a Hermitian \(N\times N\) complex matrix in an orthonormal basis, with eigenvalues \(\varepsilon_k\) and orthonormal eigenvectors with components \(v_{ik}\). For real \(f\), `specFun` is

\[
f(H)_{ij}=\sum_k f(\varepsilon_k)\,v_{ik}\overline{v_{jk}} .
\]

In Lean 4 with Mathlib:

```lean
import Mathlib

open Finset

namespace X2CLocality

noncomputable section

variable {N : ℕ} {H : Matrix (Fin N) (Fin N) ℂ}

/-- The unitary matrix whose columns are orthonormal eigenvectors of the Hamiltonian `H`. -/
abbrev vec (hH : H.IsHermitian) : Matrix (Fin N) (Fin N) ℂ := hH.eigenvectorUnitary.1

/-- The function `f(H)` of a Hermitian matrix: the sum of `f(ε_k) |k⟩⟨k|` over eigenstates. -/
def specFun (hH : H.IsHermitian) (f : ℝ → ℝ) : Matrix (Fin N) (Fin N) ℂ :=
  fun i j => ∑ k, (f (hH.eigenvalues k) : ℂ) * vec hH i k * star (vec hH j k)
```

The sign matrix takes \(f=\operatorname{sign}\); the projector \(P_+\) takes the indicator of \(\varepsilon>0\).

```lean
/-- The matrix sign function of `H`. -/
def signMatrix (hH : H.IsHermitian) : Matrix (Fin N) (Fin N) ℂ := specFun hH Real.sign

/-- The projector onto the eigenstates of positive energy. -/
def posProjector (hH : H.IsHermitian) : Matrix (Fin N) (Fin N) ℂ :=
  specFun hH (fun x => if 0 < x then 1 else 0)
```

Indices run from 0, distance is \(d=|i-j|\) (`sep`), and `Banded w H` says that \(H_{ij}=0\) for \(d>w\).

```lean
/-- The separation `|i - j|` of two basis functions on the chain. -/
def sep (i j : Fin N) : ℕ := (((i : ℕ) : ℤ) - ((j : ℕ) : ℤ)).natAbs

/-- Matrix elements vanish beyond separation `w`; `w = 1` means tridiagonal. -/
def Banded (w : ℕ) (A : Matrix (Fin N) (Fin N) ℂ) : Prop := ∀ i j, w < sep i j → A i j = 0
```

For eigenvalue moduli in \([a,b]\), the decay parameter is \(q=(b^2-a^2)/(b^2+a^2)\). The approximation uses \(P_m(t)=\sum_{k<m}c_kt^k\), where \(c_0=1\) and \(c_{k+1}=c_k(2k+1)/(2k+2)\).

```lean
/-- The decay parameter `q = (b² - a²)/(b² + a²)`, for `a` and `b` not both zero. -/
def rate (a b : ℝ) : ℝ := (b ^ 2 - a ^ 2) / (b ^ 2 + a ^ 2)

/-- The Taylor coefficients of `(1 - t)^(-1/2)`, given by their recursion. -/
def coeff : ℕ → ℝ
  | 0 => 1
  | k + 1 => coeff k * ((2 * k + 1) / (2 * k + 2))

/-- The first `m` terms of the binomial series of `(1 - t)^(-1/2)`. -/
def series (m : ℕ) (t : ℝ) : ℝ := ∑ k ∈ range m, coeff k * t ^ k
```

## Hermiticity: orthonormal eigenstates

The hypothesis `hH` describes a Hamiltonian with real energies and orthonormal states. If \(|f(\varepsilon_k)|\le e\) for all \(k\), then

\[
|f(H)_{ij}|\le e\sum_k\tfrac12\left(|v_{ik}|^2+|v_{jk}|^2\right)=e .
\]

`norm_specFun_le` proves this from the row norms supplied by `specFun_one`. The other two lemmas give linearity and \((xf)(H)=f(H)H\), the latter from the adjoint eigenvalue equation.

Real eigenvalues and diagonalisability are not enough for the decay bound: \(\begin{pmatrix}1&M\\0&-1\end{pmatrix}\) squares to 1 and is its own sign matrix, with \(M\) arbitrarily large.

```lean
/-- The eigenstates of `H` resolve the identity. -/
theorem specFun_one (hH : H.IsHermitian) : specFun hH (fun _ => 1) = 1 := by
  ext i j
  have h := congrFun (congrFun
    (Matrix.mem_unitaryGroup_iff.mp hH.eigenvectorUnitary.2) i) j
  rw [Matrix.mul_apply] at h
  rw [← h]
  simp only [specFun, Complex.ofReal_one, one_mul, Matrix.star_apply]

/-- Multiplying a function of the energy by the energy multiplies its matrix by `H`. -/
theorem specFun_mul_self (hH : H.IsHermitian) (f : ℝ → ℝ) :
    specFun hH (fun x => f x * x) = specFun hH f * H := by
  ext i j
  rw [Matrix.mul_apply]
  simp only [specFun, Finset.sum_mul]
  rw [Finset.sum_comm]
  refine Finset.sum_congr rfl fun k _ => ?_
  -- the eigenvalue equation and its adjoint
  have hk : ∑ l, H j l * vec hH l k = (hH.eigenvalues k : ℂ) * vec hH j k := by
    simpa [Matrix.mulVec, dotProduct, Matrix.IsHermitian.eigenvectorUnitary_apply] using
      congrFun (hH.mulVec_eigenvectorBasis k) j
  have hs : ∑ l, star (vec hH l k) * H l j
      = (hH.eigenvalues k : ℂ) * star (vec hH j k) := by
    calc _ = star (∑ l, H j l * vec hH l k) := by
          rw [star_sum]
          refine Finset.sum_congr rfl fun l _ => ?_
          rw [star_mul, hH.apply l j]
      _ = _ := by
          rw [hk, star_mul, Complex.star_def, Complex.conj_ofReal, mul_comm]
  simp only [mul_assoc, ← Finset.mul_sum]
  rw [hs]
  push_cast
  ring

/-- Functions of `H` depend linearly on the function of the energy. -/
theorem specFun_add_smul (hH : H.IsHermitian) (f g : ℝ → ℝ) (r : ℝ) (i j : Fin N) :
    specFun hH (fun x => f x + r * g x) i j
      = specFun hH f i j + r * specFun hH g i j := by
  simp only [specFun]
  rw [Finset.mul_sum, ← Finset.sum_add_distrib]
  refine Finset.sum_congr rfl fun k _ => ?_
  push_cast
  ring

/-- A bound on `|f|` over the spectrum of `H` bounds every matrix element of `f(H)`. -/
theorem norm_specFun_le (hH : H.IsHermitian) {f : ℝ → ℝ} {e : ℝ}
    (h : ∀ k, |f (hH.eigenvalues k)| ≤ e) (i j : Fin N) : ‖specFun hH f i j‖ ≤ e := by
  have row : ∀ i, ∑ k, ‖vec hH i k‖ ^ 2 = 1 := by
    intro i
    have h1 := congrFun (congrFun (specFun_one hH) i) i
    rw [Matrix.one_apply_eq] at h1
    simp only [specFun] at h1
    have h2 : ((∑ k, ‖vec hH i k‖ ^ 2 : ℝ) : ℂ) = 1 := by
      refine Eq.trans ?_ h1
      rw [Complex.ofReal_sum]
      refine Finset.sum_congr rfl fun k _ => ?_
      rw [Complex.ofReal_one, one_mul, Complex.star_def, Complex.mul_conj,
        Complex.normSq_eq_norm_sq]
    exact_mod_cast h2
  calc ‖specFun hH f i j‖
      ≤ ∑ k, ‖(f (hH.eigenvalues k) : ℂ) * vec hH i k * star (vec hH j k)‖ :=
        norm_sum_le _ _
    _ ≤ ∑ k, e * ((‖vec hH i k‖ ^ 2 + ‖vec hH j k‖ ^ 2) / 2) := by
        refine Finset.sum_le_sum fun k _ => ?_
        rw [norm_mul, norm_mul, norm_star, Complex.norm_real, Real.norm_eq_abs, mul_assoc]
        exact mul_le_mul (h k)
          (by nlinarith [sq_nonneg (‖vec hH i k‖ - ‖vec hH j k‖)])
          (by positivity) ((abs_nonneg _).trans (h k))
    _ = e := by
        rw [← Finset.mul_sum, ← Finset.sum_div, Finset.sum_add_distrib, row, row]
        ring
```

## A gap around zero energy

The condition \(0<a\le|\varepsilon_k|\) places the energy zero inside the gap between positive- and negative-energy states. It keeps \(q<1\), so that a series for \((1-t)^{-1/2}\) can be used. The recursion for \(c_k\) cancels all but one term in

\[
\frac{d}{dt}\left[\sqrt{1-t}\,P_m(t)\right]=-\frac{m\,c_m t^{m-1}}{\sqrt{1-t}} .
\]

For \(m\ge1\) the bracket equals 1 at \(t=0\). Integrating from 0 to \(t\), with \(0\le c_m\le1\), gives for \(|t|<1\)

\[
\left|1-\sqrt{1-t}\,P_m(t)\right|\le\frac{|t|^m}{\sqrt{1-|t|}} ;
\]

for \(m=0\) it reads \(1\le1/\sqrt{1-|t|}\). In `series_error`, `hd` proves the derivative by induction, and `key` integrates the bound along the segment.

```lean
/-- For `|t| < 1` the truncated binomial series inverts `√(1 - t)` up to an error of
order `|t|^m`. -/
theorem series_error (m : ℕ) {t : ℝ} (ht : |t| < 1) :
    |1 - √(1 - t) * series m t| ≤ |t| ^ m / √(1 - |t|) := by
  have hc : ∀ k, 0 ≤ coeff k ∧ coeff k ≤ 1 := by
    intro k
    induction k with
    | zero => simp [coeff]
    | succ k ih =>
      have h1 : (2 * (k : ℝ) + 1) / (2 * k + 2) ≤ 1 := by
        rw [div_le_one (by positivity)]
        linarith
      exact ⟨mul_nonneg ih.1 (by positivity), mul_le_one₀ ih.2 (by positivity) h1⟩
  -- the derivative telescopes to a single term
  have hd : ∀ (m : ℕ) (x : ℝ), x < 1 → HasDerivAt (fun y => √(1 - y) * series m y)
      (-(m * coeff m * x ^ (m - 1) / √(1 - x))) x := by
    intro m x hx
    induction m with
    | zero => simpa [series] using hasDerivAt_const x (0 : ℝ)
    | succ m ih =>
      have hpos : 0 < 1 - x := by linarith
      have hs : HasDerivAt (fun y : ℝ => √(1 - y)) (-1 / (2 * √(1 - x))) x :=
        ((hasDerivAt_id' x).const_sub 1).sqrt hpos.ne'
      have h := ih.fun_add (hs.fun_mul ((hasDerivAt_pow m x).const_mul (coeff m)))
      have hr : √(1 - x) = (1 - x) * (√(1 - x))⁻¹ :=
        (eq_mul_inv_iff_mul_eq₀ (Real.sqrt_pos.2 hpos).ne').2 (Real.mul_self_sqrt hpos.le)
      have hp : (m : ℝ) * x ^ m = m * x ^ (m - 1) * x := by
        cases m with
        | zero => simp
        | succ k => rw [Nat.add_sub_cancel, pow_succ]; ring
      have hm : ((m : ℝ) + 1) * coeff (m + 1) = coeff m * (m + 1 / 2) := by
        have h2 : (2 * (m : ℝ) + 2) ≠ 0 := by positivity
        rw [coeff]
        field_simp
      have hfun : (fun y : ℝ => √(1 - y) * series (m + 1) y) = fun y =>
          √(1 - y) * series m y + √(1 - y) * (coeff m * y ^ m) := by
        funext y
        simp only [series, Finset.sum_range_succ, mul_add]
      rw [hfun]
      refine h.congr_deriv (Eq.symm ?_)
      rw [Nat.add_sub_cancel]
      push_cast
      linear_combination (-(x ^ m * (√(1 - x))⁻¹)) * hm
        - coeff m * m * x ^ (m - 1) * hr - coeff m * (√(1 - x))⁻¹ * hp
  have hts : ∀ s ∈ Set.Icc (0 : ℝ) 1, t * s ≤ |t| := by
    intro s hs
    refine (le_abs_self _).trans ?_
    rw [abs_mul, abs_of_nonneg hs.1]
    exact mul_le_of_le_one_right (abs_nonneg t) hs.2
  have hρ : 0 < √(1 - |t|) := Real.sqrt_pos.2 (by linarith)
  have hρ1 : √(1 - |t|) ≤ 1 := Real.sqrt_le_one.2 (by linarith [abs_nonneg t])
  have hle : ∀ s ∈ Set.Icc (0 : ℝ) 1, √(1 - |t|) ≤ √(1 - t * s) :=
    fun s hs => Real.sqrt_le_sqrt (by linarith [hts s hs])
  generalize √(1 - |t|) = ρ at hρ hρ1 hle ⊢
  have hf : ∀ s ∈ Set.Icc (0 : ℝ) 1,
      HasDerivAt (fun s => 1 - √(1 - t * s) * series m (t * s))
        (m * coeff m * (t * s) ^ (m - 1) / √(1 - t * s) * t) s := by
    intro s hs
    have h := (hd m (t * s) (by linarith [hts s hs])).comp s
      ((hasDerivAt_id' s).const_mul t)
    exact (h.const_sub 1).congr_deriv (by ring)
  -- integrate the derivative bound along the segment from 0 to t
  have key := image_norm_le_of_norm_deriv_right_le_deriv_boundary
    (a := (0 : ℝ)) (b := 1)
    (f := fun s => 1 - √(1 - t * s) * series m (t * s))
    (f' := fun s => m * coeff m * (t * s) ^ (m - 1) / √(1 - t * s) * t)
    (B := fun s => |t| ^ m / ρ * s ^ m)
    (B' := fun s => |t| ^ m / ρ * (m * s ^ (m - 1)))
    (fun s hs => (hf s hs).continuousAt.continuousWithinAt)
    (fun s hs => (hf s ⟨hs.1, hs.2.le⟩).hasDerivWithinAt)
    (by
      cases m with
      | zero => simpa [series] using (one_le_inv₀ hρ).2 hρ1
      | succ k => simp [series, Finset.sum_range_succ', coeff])
    (fun s => (hasDerivAt_pow m s).const_mul _)
    (by
      intro s hs
      have hs' : s ∈ Set.Icc (0 : ℝ) 1 := ⟨hs.1, hs.2.le⟩
      have h0 : 0 ≤ s := hs.1
      have hl := hle s hs'
      have hc1 := (hc m).2
      simp only [Real.norm_eq_abs, abs_mul, abs_div, abs_pow, abs_of_nonneg h0,
        abs_of_nonneg (hc m).1, abs_of_nonneg (Real.sqrt_nonneg (1 - t * s)), Nat.abs_cast]
      cases m with
      | zero => simp
      | succ k =>
        rw [Nat.add_sub_cancel]
        calc _ = coeff (k + 1) * (|t| ^ (k + 1) * (((k + 1 : ℕ) : ℝ) * s ^ k))
              / √(1 - t * s) := by ring
          _ ≤ 1 * (|t| ^ (k + 1) * (((k + 1 : ℕ) : ℝ) * s ^ k)) / ρ := by gcongr
          _ = _ := by ring)
    (Set.right_mem_Icc.2 zero_le_one)
  simpa only [Real.norm_eq_abs, mul_one, one_pow] using key
```

Now set \(C=(a^2+b^2)/2\) and \(t=1-x^2/C\). For \(a\le|x|\le b\) we have \(|t|\le q\) and \(\sqrt{1-t}=|x|/\sqrt C\), hence

\[
\left|\operatorname{sign}x-\frac{xP_m(t)}{\sqrt C}\right|
=\left|1-\sqrt{1-t}\,P_m(t)\right|\le\frac{q^m}{\sqrt{1-q}} .
\]

As \(a\to0\) at fixed \(b\), \(q\to1\) and the bound diverges.

## Finite-range coupling

`Banded w H` means that basis functions couple only up to distance \(w\). Each multiplication by \(H\) extends the range by at most \(w\), as `hmul` shows, so for \(m\ge1\) the polynomial \(HP_m(1-H^2/C)\) has half-bandwidth at most \((2m-1)w\). For \(m=0\) it is zero.

```lean
/-- If `H` has half-bandwidth at most `w`, then `H (1 - H²/C)^k` has half-bandwidth at most
`(2k+1)w`. -/
theorem banded_specFun (hH : H.IsHermitian) {w : ℕ} (hw : Banded w H) (C : ℝ) (k : ℕ) :
    Banded ((2 * k + 1) * w) (specFun hH (fun x => x * (1 - x ^ 2 / C) ^ k)) := by
  have hmul : ∀ (v : ℕ) (A : Matrix (Fin N) (Fin N) ℂ), Banded v A →
      Banded (v + w) (A * H) := by
    intro v A hA i j hij
    rw [Matrix.mul_apply]
    refine Finset.sum_eq_zero fun l _ => ?_
    by_cases h : v < sep i l
    · rw [hA i l h, zero_mul]
    · rw [hw l j (by unfold sep at *; omega), mul_zero]
  induction k with
  | zero =>
    have h := specFun_mul_self hH (fun _ => 1)
    rw [specFun_one, one_mul] at h
    simp only [one_mul] at h
    simpa [h] using hw
  | succ k ih =>
    intro i j hij
    have e : (fun x : ℝ => x * (1 - x ^ 2 / C) ^ (k + 1)) = fun x =>
        x * (1 - x ^ 2 / C) ^ k + (-1 / C) * (x * (1 - x ^ 2 / C) ^ k * x * x) := by
      funext x
      ring
    have e2 : (2 * (k + 1) + 1) * w = (2 * k + 1) * w + w + w := by ring
    rw [e2] at hij
    rw [e, specFun_add_smul, specFun_mul_self hH (fun x => x * (1 - x ^ 2 / C) ^ k * x),
      specFun_mul_self hH (fun x => x * (1 - x ^ 2 / C) ^ k),
      hmul _ _ (hmul _ _ ih) i j hij,
      ih i j (lt_of_le_of_lt (by rw [add_assoc]; exact Nat.le_add_right _ _) hij)]
    simp
```

If \(2mw<d+w\), the polynomial's \(ij\) entry vanishes (`hzero`). Only the approximation error remains, and the entry bound gives \(|\operatorname{sign}(H)_{ij}|\le q^m/\sqrt{1-q}\).

Without a band, take \(N\ge3\) and let \(H\) swap the first and last basis functions and fix the others. Then \(\operatorname{sign}(H)=H\) has a corner entry 1, although \(a=b=1\) gives \(q=0\).

```lean
/-- Let `H` have half-bandwidth `w` and eigenvalue moduli in `[a, b]` with `a > 0`. Then
`|sign(H)_ij| ≤ q^m/√(1-q)` whenever `2mw < |i-j| + w`. -/
theorem sign_decay (hH : H.IsHermitian) {w : ℕ} (hw : Banded w H) {a b : ℝ} (ha : 0 < a)
    (hab : ∀ k, a ≤ |hH.eigenvalues k| ∧ |hH.eigenvalues k| ≤ b) (i j : Fin N) (m : ℕ)
    (hm : 2 * m * w < sep i j + w) :
    ‖signMatrix hH i j‖ ≤ rate a b ^ m / √(1 - rate a b) := by
  obtain ⟨C, hC⟩ : ∃ C, C = (b ^ 2 + a ^ 2) / 2 := ⟨_, rfl⟩
  have hCpos : 0 < C := by rw [hC]; positivity
  -- the polynomial approximant does not reach from i to j
  have hzero : ∀ m : ℕ, 2 * m * w < sep i j + w →
      specFun hH (fun x => x * series m (1 - x ^ 2 / C)) i j = 0 := by
    intro m
    induction m with
    | zero => intro _; simp [series, specFun]
    | succ m ih =>
      intro h
      have e : (fun x : ℝ => x * series (m + 1) (1 - x ^ 2 / C)) = fun x =>
          x * series m (1 - x ^ 2 / C) + coeff m * (x * (1 - x ^ 2 / C) ^ m) := by
        funext x
        simp only [series, Finset.sum_range_succ]
        ring
      rw [e, specFun_add_smul, ih (by nlinarith [Nat.zero_le w]),
        banded_specFun hH hw C m i j (by nlinarith [Nat.zero_le w])]
      simp
  have e : Real.sign = fun x => (Real.sign x - 1 / √C * (x * series m (1 - x ^ 2 / C)))
      + 1 / √C * (x * series m (1 - x ^ 2 / C)) := by
    funext x
    ring
  rw [signMatrix, e, specFun_add_smul, hzero m hm, mul_zero, add_zero]
  refine norm_specFun_le hH (fun k => ?_) i j
  obtain ⟨h1, h2⟩ := hab k
  generalize hH.eigenvalues k = x at h1 h2 ⊢
  have hx : x ≠ 0 := abs_pos.1 (ha.trans_le h1)
  have hxa : a ^ 2 ≤ x ^ 2 := by rw [← sq_abs x]; gcongr
  have hxb : x ^ 2 ≤ b ^ 2 := by rw [← sq_abs x]; gcongr
  have hne : b ^ 2 + a ^ 2 ≠ 0 := by positivity
  have hqb : rate a b = b ^ 2 / C - 1 := by
    rw [rate, hC]
    field_simp
    ring
  have hqa : rate a b = 1 - a ^ 2 / C := by
    rw [rate, hC]
    field_simp
    ring
  have hq1 : 0 < 1 - rate a b := by
    rw [hqa, sub_sub_cancel]
    positivity
  have ht : |1 - x ^ 2 / C| ≤ rate a b := by
    have u1 : a ^ 2 / C ≤ x ^ 2 / C := by gcongr
    have u2 : x ^ 2 / C ≤ b ^ 2 / C := by gcongr
    exact abs_le.2 ⟨by linarith, by linarith⟩
  have key := series_error m (t := 1 - x ^ 2 / C) (by linarith)
  rw [sub_sub_cancel, Real.sqrt_div (sq_nonneg x), Real.sqrt_sq_eq_abs] at key
  have es : |Real.sign x - 1 / √C * (x * series m (1 - x ^ 2 / C))|
      = |1 - |x| / √C * series m (1 - x ^ 2 / C)| := by
    rcases lt_or_gt_of_ne hx with h | h
    · rw [Real.sign_of_neg h, abs_of_neg h, ← abs_neg]
      congr 1
      ring
    · rw [Real.sign_of_pos h, abs_of_pos h]
      congr 1
      ring
  rw [es]
  refine key.trans ?_
  have hs : √(1 - rate a b) ≤ √(1 - |1 - x ^ 2 / C|) := Real.sqrt_le_sqrt (by linarith)
  have hs0 : 0 < √(1 - rate a b) := Real.sqrt_pos.2 hq1
  have hq0 : 0 ≤ rate a b := (abs_nonneg _).trans ht
  generalize √(1 - rate a b) = ρ at hs hs0 ⊢
  gcongr
```

## Distinct basis functions

For \(w=1\) and \(d\ge1\), choose \(m=\lfloor d/2\rfloor\ge(d-1)/2\). Since \(1-q\le\sqrt{1-q}\) and \(1\le\sqrt2\),

\[
|\operatorname{sign}(H)_{ij}|\le\frac{\sqrt2\,q^{(d-1)/2}}{1-q}.
\]

The hypothesis `hd` keeps the exponent nonnegative. On the diagonal the entry bound already gives \(|\operatorname{sign}(H)_{ii}|\le1\).

```lean
/-- For tridiagonal `H` with eigenvalue moduli in `[a, b]`, `a > 0`, and `d = |i-j| ≥ 1`,
`|sign(H)_ij| ≤ √2 q^((d-1)/2)/(1-q)`. -/
theorem sign_decay_tridiagonal (hH : H.IsHermitian) (hw : Banded 1 H) {a b : ℝ}
    (ha : 0 < a) (hab : ∀ k, a ≤ |hH.eigenvalues k| ∧ |hH.eigenvalues k| ≤ b)
    (i j : Fin N) (hd : 1 ≤ sep i j) :
    ‖signMatrix hH i j‖
      ≤ √2 * rate a b ^ (((sep i j : ℝ) - 1) / 2) / (1 - rate a b) := by
  have h := sign_decay hH hw ha hab i j (sep i j / 2) (by omega)
  have hle : a ≤ b := (hab i).1.trans (hab i).2
  have hq0 : 0 ≤ rate a b :=
    div_nonneg (sub_nonneg.2 (by gcongr)) (by positivity)
  have hq1 : rate a b < 1 := by
    rw [rate, div_lt_one (by positivity)]
    nlinarith [pow_pos ha 2]
  generalize rate a b = q at h hq0 hq1 ⊢
  have hu : 0 < 1 - q := by linarith
  have hroot : 1 - q ≤ √(1 - q) := (Real.le_sqrt' hu).2 (by nlinarith)
  have h2 : (1 : ℝ) ≤ √2 := (Real.le_sqrt' one_pos).2 (by norm_num)
  have hd' : (1 : ℝ) ≤ sep i j := by exact_mod_cast hd
  have hn : (sep i j : ℝ) ≤ 2 * ((sep i j / 2 : ℕ) : ℝ) + 1 := by
    have h3 : sep i j ≤ 2 * (sep i j / 2) + 1 := by omega
    exact_mod_cast h3
  have hpow : q ^ (sep i j / 2) ≤ q ^ (((sep i j : ℝ) - 1) / 2) := by
    rw [← Real.rpow_natCast]
    exact Real.rpow_le_rpow_of_exponent_ge' hq0 hq1.le (by linarith) (by linarith)
  have hQ : 0 ≤ q ^ (((sep i j : ℝ) - 1) / 2) := Real.rpow_nonneg hq0 _
  generalize q ^ (((sep i j : ℝ) - 1) / 2) = Q at hpow hQ ⊢
  generalize 1 - q = u at h hu hroot ⊢
  calc _ ≤ q ^ (sep i j / 2) / √u := h
    _ ≤ Q / u := by gcongr
    _ ≤ √2 * Q / u := by
      gcongr
      exact le_mul_of_one_le_left hQ h2
```

The gap gives \(P_+=(1+\operatorname{sign}H)/2\), and the identity contributes nothing when \(i\ne j\), so the projector obeys half the bound. For a Dirac Hamiltonian in a finite basis, \(P_+\) projects onto the electronic states if the energy zero lies in the gap below them. If the rest energy has been subtracted, bound electronic states have negative energy, and \(H\) must first be shifted to place zero in that gap. The theorems do not treat the exact two-component (X2C) transformation itself.

```lean
/-- For tridiagonal `H` with eigenvalue moduli in `[a, b]`, `a > 0`, the off-diagonal elements
of the positive-energy projector obey half the bound of the sign matrix. -/
theorem projector_decay (hH : H.IsHermitian) (hw : Banded 1 H) {a b : ℝ}
    (ha : 0 < a) (hab : ∀ k, a ≤ |hH.eigenvalues k| ∧ |hH.eigenvalues k| ≤ b)
    (i j : Fin N) (hd : 1 ≤ sep i j) :
    ‖posProjector hH i j‖
      ≤ √2 * rate a b ^ (((sep i j : ℝ) - 1) / 2) / (1 - rate a b) / 2 := by
  have hij : i ≠ j := by
    rintro rfl
    simp [sep] at hd
  -- away from zero energy, sign + 1 is twice the indicator of positive energy
  have e1 := specFun_add_smul hH Real.sign (fun _ => 1) 1 i j
  rw [specFun_one, Matrix.one_apply_ne hij, mul_zero, add_zero] at e1
  have e2 : specFun hH (fun x => Real.sign x + 1 * 1) i j = 2 * posProjector hH i j := by
    simp only [posProjector, specFun]
    rw [Finset.mul_sum]
    refine Finset.sum_congr rfl fun k _ => ?_
    have hx : hH.eigenvalues k ≠ 0 := abs_pos.1 (ha.trans_le (hab k).1)
    rcases lt_or_gt_of_ne hx with h | h
    · rw [Real.sign_of_neg h, if_neg (not_lt_of_ge h.le)]
      push_cast
      ring
    · rw [Real.sign_of_pos h, if_pos h]
      push_cast
      ring
  have h := sign_decay_tridiagonal hH hw ha hab i j hd
  rw [signMatrix, ← e1, e2, norm_mul, Complex.norm_ofNat] at h
  linarith
```

## An upper limit on the energy moduli

Every finite matrix has some \(b\), which tight basis functions tend to raise. The derivation needs it for \(t\ge-q\). At fixed \(a\), \(q=1-2a^2/(a^2+b^2)\) grows strictly with \(b\); this weakens the guaranteed rate, while the actual decay may be faster.

```lean
/-- At fixed `a > 0`, raising the spectral bound `b > 0` strictly increases the decay
parameter `q`. -/
theorem rate_lt_rate {a b b' : ℝ} (ha : 0 < a) (hb : 0 < b) (h : b < b') :
    rate a b < rate a b' := by
  have h2 : b ^ 2 < b' ^ 2 := by nlinarith
  rw [rate, rate, div_lt_div_iff₀ (by positivity) (by positivity)]
  nlinarith [mul_pos (pow_pos ha 2) (sub_pos.2 h2)]

end

end X2CLocality
```

```lean
#print axioms X2CLocality.projector_decay
#print axioms X2CLocality.rate_lt_rate
```

```
'X2CLocality.projector_decay' depends on axioms: [propext, Classical.choice, Quot.sound]
'X2CLocality.rate_lt_rate' depends on axioms: [propext, Classical.choice, Quot.sound]
```

## Equal moduli, and three basis functions

If \(a=b\), then \(q=0\) and \(\operatorname{sign}(H)=H/a\). For tridiagonal \(H\) its entries vanish at \(d\ge2\), as the bound says.

For a numerical instance, take

\[
H=\begin{pmatrix}1&\tfrac12&0\\ \tfrac12&-1&\tfrac12\\ 0&\tfrac12&1\end{pmatrix},
\qquad \varepsilon=1,\ \pm\sqrt{3/2}.
\]

Here \(a=1\), \(b^2=3/2\) and \(q=0.2\). The state \((1,0,-1)/\sqrt2\) has energy 1, and on its orthogonal complement \(\operatorname{sign}(H)=H/b\). Therefore \(\operatorname{sign}(H)_{02}=\tfrac12(1/b-1)\approx-0.092\). The bound with \(m=1\) is \(0.2/\sqrt{0.8}\approx0.224\); the tridiagonal formula gives \(0.791\).
